# An upper bound below one on the augmentation charge of an orbital with one ultrasoft projector

An ultrasoft pseudopotential makes a valence orbital smoother near the nucleus than norm conservation would allow, and an augmentation term restores the charge that the smooth orbital lacks. With a single projector \(\beta\neq 0\) of strength \(q>0\), this term carries at most the fraction \(q\|\beta\|^2/(1+q\|\beta\|^2)\) of a normalised orbital's charge, so part of the charge always stays in the smooth orbital.

```lean
import Mathlib

open scoped InnerProductSpace

namespace UltrasoftAugmentationShare

noncomputable section

variable {E : Type*} [NormedAddCommGroup E] [InnerProductSpace ℂ E]

/-- The ultrasoft overlap operator `S = 1 + q |β⟩⟨β|` with one projector `β` and
augmentation strength `q`. -/
def overlap (q : ℝ) (β : E) : E →ₗ[ℂ] E where
  toFun ψ := ψ + ((q : ℂ) * ⟪β, ψ⟫_ℂ) • β
  map_add' x y := by
    simp only [inner_add_right]
    module
  map_smul' c x := by
    simp only [inner_smul_right, RingHom.id_apply]
    module

/-- The augmentation charge `q |⟨β, ψ⟩|²` of the orbital `ψ`. -/
def augCharge (q : ℝ) (β ψ : E) : ℝ := q * ‖⟪β, ψ⟫_ℂ‖ ^ 2

/-- The generalised norm `⟨ψ, S ψ⟩` is the sum of the smooth charge `‖ψ‖²` and the
augmentation charge. -/
theorem inner_overlap (q : ℝ) (β ψ : E) :
    ⟪ψ, overlap q β ψ⟫_ℂ = ((‖ψ‖ ^ 2 + augCharge q β ψ : ℝ) : ℂ) := by
  have h : ⟪β, ψ⟫_ℂ * ⟪ψ, β⟫_ℂ = ((‖⟪β, ψ⟫_ℂ‖ ^ 2 : ℝ) : ℂ) := by
    rw [← inner_conj_symm ψ β, Complex.mul_conj, Complex.normSq_eq_norm_sq]
  have hs : ⟪ψ, ψ⟫_ℂ = ((‖ψ‖ ^ 2 : ℝ) : ℂ) :=
    (inner_self_eq_norm_sq_to_K (𝕜 := ℂ) ψ).trans (Complex.ofReal_pow ‖ψ‖ 2).symm
  change ⟪ψ, ψ + ((q : ℂ) * ⟪β, ψ⟫_ℂ) • β⟫_ℂ = _
  rw [inner_add_right, inner_smul_right, hs, mul_assoc, h, augCharge,
    Complex.ofReal_add, Complex.ofReal_mul]

/-- An orbital is normalised with respect to `S` exactly when its smooth and augmentation
charges add up to one. -/
theorem normalised_iff (q : ℝ) (β ψ : E) :
    ⟪ψ, overlap q β ψ⟫_ℂ = 1 ↔ ‖ψ‖ ^ 2 + augCharge q β ψ = 1 := by
  rw [inner_overlap]
  exact Complex.ofReal_eq_one

/-- For `q ≥ 0` the augmentation charge is at most `q ‖β‖²` times the smooth charge. -/
theorem augCharge_le {q : ℝ} (hq : 0 ≤ q) (β ψ : E) :
    augCharge q β ψ ≤ q * ‖β‖ ^ 2 * ‖ψ‖ ^ 2 := by
  have h2 := pow_le_pow_left₀ (norm_nonneg _) (norm_inner_le_norm (𝕜 := ℂ) β ψ) 2
  calc augCharge q β ψ ≤ q * (‖β‖ * ‖ψ‖) ^ 2 := mul_le_mul_of_nonneg_left h2 hq
    _ = q * ‖β‖ ^ 2 * ‖ψ‖ ^ 2 := by ring

/-- The augmentation charge of the combination `x β + y φ` with real amplitudes, for `φ`
orthogonal to `β`, is `q x² ‖β‖⁴`. -/
theorem augCharge_combination (q x y : ℝ) {β φ : E} (h0 : ⟪β, φ⟫_ℂ = 0) :
    augCharge q β ((x : ℂ) • β + (y : ℂ) • φ) = q * (x ^ 2 * (‖β‖ ^ 2) ^ 2) := by
  have hn : ‖⟪β, β⟫_ℂ‖ = ‖β‖ ^ 2 := by
    rw [inner_self_eq_norm_sq_to_K]
    simp
  rw [augCharge, inner_add_right, inner_smul_right, inner_smul_right, h0, mul_zero,
    add_zero, norm_mul, hn, Complex.norm_real, Real.norm_eq_abs, mul_pow, sq_abs]

/-- For `q > 0` and `β ≠ 0`, the augmentation charge equals `q ‖β‖²` times the smooth charge
exactly when the orbital is a multiple of the projector. -/
theorem augCharge_eq_iff {q : ℝ} (hq : 0 < q) {β : E} (hβ : β ≠ 0) (ψ : E) :
    augCharge q β ψ = q * ‖β‖ ^ 2 * ‖ψ‖ ^ 2 ↔ ∃ c : ℂ, ψ = c • β := by
  rcases eq_or_ne ψ 0 with rfl | hψ
  · exact ⟨fun _ => ⟨0, by simp⟩, fun _ => by simp [augCharge]⟩
  constructor
  · intro h
    -- equality in Cauchy-Schwarz forces the two vectors to be parallel
    have h2 : ‖⟪β, ψ⟫_ℂ‖ ^ 2 = (‖β‖ * ‖ψ‖) ^ 2 := by
      apply mul_left_cancel₀ hq.ne'
      unfold augCharge at h
      linear_combination h
    have h3 := (sq_eq_sq₀ (norm_nonneg _) (by positivity)).1 h2
    obtain ⟨c, _, hc⟩ := (norm_inner_eq_norm_iff hβ hψ).1 h3
    exact ⟨c, hc⟩
  · rintro ⟨c, rfl⟩
    have hn : ‖⟪β, β⟫_ℂ‖ = ‖β‖ ^ 2 := by
      rw [inner_self_eq_norm_sq_to_K]
      simp
    rw [augCharge, inner_smul_right, norm_mul, hn, norm_smul]
    ring

/-- For `q > 0`, `β ≠ 0` and an orbital with `⟨ψ, S ψ⟩ = 1`, the augmentation charge is at most
`q ‖β‖² / (1 + q ‖β‖²)`, with equality exactly when `ψ` is a multiple of `β`. -/
theorem augmentation_share_bound {q : ℝ} (hq : 0 < q) {β : E} (hβ : β ≠ 0) {ψ : E}
    (hψ : ⟪ψ, overlap q β ψ⟫_ℂ = 1) :
    augCharge q β ψ ≤ q * ‖β‖ ^ 2 / (1 + q * ‖β‖ ^ 2) ∧
      (augCharge q β ψ = q * ‖β‖ ^ 2 / (1 + q * ‖β‖ ^ 2) ↔ ∃ c : ℂ, ψ = c • β) := by
  have hpos : 0 < 1 + q * ‖β‖ ^ 2 := by positivity
  -- the normalisation eliminates the smooth charge
  have hN : ‖ψ‖ ^ 2 = 1 - augCharge q β ψ := by
    linarith [(normalised_iff q β ψ).1 hψ]
  constructor
  · have hle := augCharge_le hq.le β ψ
    rw [hN] at hle
    rw [le_div_iff₀ hpos]
    linarith
  · rw [← augCharge_eq_iff hq hβ, eq_div_iff hpos.ne', hN]
    constructor <;> intro h <;> linear_combination h

/-- For `q ≥ 0`, an orbital with `⟨ψ, S ψ⟩ = 1` has smooth charge at least `1 / (1 + q ‖β‖²)`,
and its augmentation charge is strictly less than one. -/
theorem smooth_charge_bound {q : ℝ} (hq : 0 ≤ q) {β ψ : E}
    (hψ : ⟪ψ, overlap q β ψ⟫_ℂ = 1) :
    1 / (1 + q * ‖β‖ ^ 2) ≤ ‖ψ‖ ^ 2 ∧ augCharge q β ψ < 1 := by
  have hpos : 0 < 1 + q * ‖β‖ ^ 2 := by positivity
  have hsum := (normalised_iff q β ψ).1 hψ
  have hle := augCharge_le hq β ψ
  have hlow : 1 / (1 + q * ‖β‖ ^ 2) ≤ ‖ψ‖ ^ 2 := by
    rw [div_le_iff₀ hpos]
    linarith
  have hinv : 0 < 1 / (1 + q * ‖β‖ ^ 2) := one_div_pos.2 hpos
  exact ⟨hlow, by linarith⟩

/-- For `q > 0` and `β ≠ 0`, the orbital `β / √(‖β‖² (1 + q ‖β‖²))` satisfies `⟨ψ, S ψ⟩ = 1`
and has augmentation charge `q ‖β‖² / (1 + q ‖β‖²)`. -/
theorem saturating_orbital {q : ℝ} (hq : 0 < q) {β ψ : E} (hβ : β ≠ 0)
    (hψ : ψ = (((√(‖β‖ ^ 2 * (1 + q * ‖β‖ ^ 2)))⁻¹ : ℝ) : ℂ) • β) :
    ⟪ψ, overlap q β ψ⟫_ℂ = 1 ∧
      augCharge q β ψ = q * ‖β‖ ^ 2 / (1 + q * ‖β‖ ^ 2) := by
  have hb : 0 < ‖β‖ := norm_pos_iff.2 hβ
  have hpos : 0 < ‖β‖ ^ 2 * (1 + q * ‖β‖ ^ 2) := by positivity
  have hnorm : ⟪ψ, overlap q β ψ⟫_ℂ = 1 := by
    rw [normalised_iff, (augCharge_eq_iff hq hβ ψ).2 ⟨_, hψ⟩, hψ, norm_smul,
      Complex.norm_real, Real.norm_eq_abs, mul_pow, sq_abs, inv_pow, Real.sq_sqrt hpos.le]
    linear_combination inv_mul_cancel₀ hpos.ne'
  exact ⟨hnorm, (augmentation_share_bound hq hβ hnorm).2.2 ⟨_, hψ⟩⟩

/-- Let `q > 0`, `β ≠ 0`, and let `φ` be a unit vector orthogonal to `β`. Every value from zero
to `q ‖β‖² / (1 + q ‖β‖²)` is the augmentation charge of some orbital with `⟨ψ, S ψ⟩ = 1`. -/
theorem every_share_attained {q s : ℝ} (hq : 0 < q) {β φ : E} (hβ : β ≠ 0)
    (h0 : ⟪β, φ⟫_ℂ = 0) (h1 : ‖φ‖ = 1) (hs : 0 ≤ s)
    (hs' : s ≤ q * ‖β‖ ^ 2 / (1 + q * ‖β‖ ^ 2)) :
    ∃ ψ : E, ⟪ψ, overlap q β ψ⟫_ℂ = 1 ∧ augCharge q β ψ = s := by
  have hb : 0 < ‖β‖ := norm_pos_iff.2 hβ
  have hb' : ‖β‖ ≠ 0 := hb.ne'
  have hq' : q ≠ 0 := hq.ne'
  have hnorm : ∀ x y : ℝ,
      ‖(x : ℂ) • β + (y : ℂ) • φ‖ ^ 2 = x ^ 2 * ‖β‖ ^ 2 + y ^ 2 := by
    intro x y
    rw [norm_add_sq (𝕜 := ℂ), inner_smul_left, inner_smul_right, h0]
    simp [norm_smul, h1, mul_pow]
  -- the weight left for the orthogonal direction is nonnegative
  have hy : 0 ≤ 1 - s - s / (q * ‖β‖ ^ 2) := by
    rw [le_div_iff₀ (by positivity)] at hs'
    have : s / (q * ‖β‖ ^ 2) ≤ 1 - s := by
      rw [div_le_iff₀ (by positivity)]
      linarith
    linarith
  have hx : (√(s / q) / ‖β‖ ^ 2) ^ 2 = s / q / (‖β‖ ^ 2) ^ 2 := by
    rw [div_pow, Real.sq_sqrt (div_nonneg hs hq.le)]
  have e1 : s / q / (‖β‖ ^ 2) ^ 2 * ‖β‖ ^ 2 = s / (q * ‖β‖ ^ 2) := by
    field_simp
  have e2 : q * (s / q / (‖β‖ ^ 2) ^ 2 * (‖β‖ ^ 2) ^ 2) = s := by
    field_simp
  refine ⟨((√(s / q) / ‖β‖ ^ 2 : ℝ) : ℂ) • β +
    ((√(1 - s - s / (q * ‖β‖ ^ 2)) : ℝ) : ℂ) • φ, ?_, ?_⟩
  · rw [normalised_iff, hnorm, augCharge_combination q _ _ h0, hx, Real.sq_sqrt hy, e1, e2]
    ring
  · rw [augCharge_combination q _ _ h0, hx, e2]

end

end UltrasoftAugmentationShare
```

```lean
#print axioms UltrasoftAugmentationShare.smooth_charge_bound
-- 'UltrasoftAugmentationShare.smooth_charge_bound' depends on axioms: [propext, Classical.choice, Quot.sound]
#print axioms UltrasoftAugmentationShare.saturating_orbital
-- 'UltrasoftAugmentationShare.saturating_orbital' depends on axioms: [propext, Classical.choice, Quot.sound]
#print axioms UltrasoftAugmentationShare.every_share_attained
-- 'UltrasoftAugmentationShare.every_share_attained' depends on axioms: [propext, Classical.choice, Quot.sound]
```

## Smooth charge, augmentation charge and the overlap operator

Let \(\psi\) be the smooth orbital. Its charge, counted in electrons, has two parts. The smooth charge \(\|\psi\|^2\) is the integral of \(|\psi|^2\) over all space. The augmentation charge is

\[
A = q\,|\langle\beta,\psi\rangle|^2 .
\]

The projector \(\beta\) measures how much of the relevant partial wave \(\psi\) contains near the atom. The constant \(q\) is the integral of the augmentation function: the charge of the all-electron partial wave inside the augmentation sphere minus that of its smooth replacement. Taking \(q>0\) therefore means that the smooth partial wave holds too little charge there. Note that \(A\) is only the correction; the smooth orbital has charge of its own inside the sphere.

Orbitals are normalised with the overlap operator

\[
S = 1 + q\,|\beta\rangle\langle\beta| , \qquad \langle\psi,S\psi\rangle = 1 .
\]

Since the total is one, \(A\) is also the share of the orbital's charge that comes from augmentation.

In a plane-wave calculation the integral runs over the periodic cell instead of all space, and \(\|\psi\|^2\) is the sum of the squared moduli of the coefficients in an orthonormal plane-wave basis. For one projector with \(q>0\), the result says that this sum can fall below one, but never below \(1/(1+q\|\beta\|^2)\).

## What the theorems say

The orbitals live in `E`, an arbitrary complex inner product space. This includes \(\mathbb{C}^n\), as for a finite basis set, and also infinite-dimensional function spaces. The inner product `⟪β, ψ⟫_ℂ` is linear in its second argument, as in Dirac notation.

The operator \(S\) is `overlap q β`, a complex-linear map that sends \(\psi\) to \(\psi+q\langle\beta,\psi\rangle\beta\). The number \(A\) is `augCharge q β ψ`, which is real by definition. The projector need not have unit length; if it does, the bound becomes \(q/(1+q)\). Textbooks usually write a matrix \(q_{ij}\) where a single real number `q` stands here.

The main theorem, `augmentation_share_bound`, assumes \(q>0\), \(\beta\neq0\) and the normalisation \(\langle\psi,S\psi\rangle=1\), written as an equation between complex numbers. It concludes that

\[
A \le \frac{q\|\beta\|^2}{1+q\|\beta\|^2},
\]

and that equality holds exactly when \(\psi=c\beta\) for some complex number \(c\). If \(q\) or \(\beta\) were zero, both sides would vanish for every normalised orbital, and equality would say nothing about its direction. In a one-dimensional space every orbital is a multiple of \(\beta\), so every normalised orbital reaches the bound.

Three further theorems complete the picture:

- `smooth_charge_bound` gives \(\|\psi\|^2\ge 1/(1+q\|\beta\|^2)\) and \(A<1\) for a normalised orbital. It needs only \(q\ge0\) and permits \(\beta=0\). No such orbital consists of augmentation charge alone.
- `saturating_orbital` names a normalised orbital that reaches the bound, \(\psi=\beta/\sqrt{\|\beta\|^2(1+q\|\beta\|^2)}\).
- `every_share_attained` says that each value \(s\) from zero to the bound, ends included, is the augmentation charge of some normalised orbital. It assumes a unit vector \(\varphi\) orthogonal to \(\beta\), which requires at least two dimensions.

The orbital does not have to solve a Kohn–Sham equation; normalisation is all that is asked of it. The hypotheses exclude a single projector with \(q<0\). They also leave open the passage from one projector to the full sum over projectors and atoms, where \(q_{ij}\) is a matrix and may have negative eigenvalues.

## The bound from Cauchy–Schwarz and normalisation

Write \(b=\|\beta\|^2\) and \(N=\|\psi\|^2\). First expand the generalised norm:

\[
\langle\psi,S\psi\rangle
= \langle\psi,\psi\rangle + q\,\langle\beta,\psi\rangle\langle\psi,\beta\rangle
= N + q\,|\langle\beta,\psi\rangle|^2
= N + A .
\]

The second equality uses \(\langle\psi,\beta\rangle=\overline{\langle\beta,\psi\rangle}\). The normalisation is thus \(N+A=1\).

Next, compare \(A\) with \(N\). Split the orbital into a part along \(\beta\) and a remainder \(\chi\):

\[
\psi = \frac{\langle\beta,\psi\rangle}{b}\,\beta + \chi , \qquad \langle\beta,\chi\rangle = 0 .
\]

By Pythagoras,

\[
N = \frac{|\langle\beta,\psi\rangle|^2}{b} + \|\chi\|^2 ,
\qquad\text{so}\qquad
A = qb\,\bigl(N-\|\chi\|^2\bigr) \le qb\,N .
\]

This is the Cauchy–Schwarz inequality multiplied by \(q\). Because \(qb>0\), equality holds exactly when \(\chi=0\), that is, when \(\psi\) is a multiple of \(\beta\).

Now eliminate the smooth charge by \(N=1-A\):

\[
A \le qb\,(1-A)
\quad\Longleftrightarrow\quad
(1+qb)\,A \le qb
\quad\Longleftrightarrow\quad
A \le \frac{qb}{1+qb} .
\]

The same rearrangement with equality signs shows that the bound is reached exactly when \(A=qbN\), hence exactly for multiples of \(\beta\).

Eliminating \(A\) instead gives \(1=N+A\le(1+qb)N\), so \(N\ge 1/(1+qb)>0\), and therefore \(A=1-N<1\). If \(q=0\) or \(\beta=0\), then \(A=0\) and \(N=1\), and both statements hold as well.

## Orbitals that realise the allowed values

For the upper end, put \(\psi=\beta/\sqrt{b(1+qb)}\). Then

\[
N = \frac{b}{b(1+qb)} = \frac{1}{1+qb}, \qquad
A = \frac{q\,b^2}{b(1+qb)} = \frac{qb}{1+qb},
\]

and the two add up to one.

For a general value \(s\) in the allowed range, mix \(\beta\) with the orthogonal unit vector \(\varphi\), using real amplitudes \(x\) and \(y\): \(\psi=x\beta+y\varphi\). Orthogonality gives

\[
N = x^2 b + y^2 , \qquad A = q\,x^2 b^2 .
\]

The condition \(A=s\) is met by \(x=\sqrt{s/q}/b\), for which \(x^2b=s/(qb)\). Normalisation then requires

\[
y^2 = 1 - s - \frac{s}{qb} .
\]

A real \(y\) exists if the right-hand side is not negative. This means \(s(1+qb)\le qb\), which is precisely the condition that \(s\) does not exceed the bound. At \(s=0\) the orbital is \(\varphi\), which the projector does not see; at the upper end \(y=0\) and only \(\beta\) remains.

## The argument in Lean

`inner_overlap` is the expansion of \(\langle\psi,S\psi\rangle\). Its auxiliary statement `h` turns the product of \(\langle\beta,\psi\rangle\) and its conjugate into a squared modulus, and `hs` does the same for \(\langle\psi,\psi\rangle\). The result is a real number regarded as a complex one. `normalised_iff` uses this to replace the complex normalisation by the real equation \(N+A=1\), with which the later proofs work.

`augCharge_le` proves \(A\le qbN\). It takes Mathlib's Cauchy–Schwarz inequality `norm_inner_le_norm`, squares it and multiplies by \(q\), where the calculation above used the remainder \(\chi\).

`augCharge_eq_iff` settles when \(A=qbN\). The zero vector is treated first, because Mathlib's equality criterion `norm_inner_eq_norm_iff` expects two nonzero vectors. For \(\psi\neq0\), the proof cancels \(q\), removes the squares from the nonnegative quantities, and obtains the factor \(c\) from that criterion. The converse substitutes \(\psi=c\beta\) and computes both sides.

In `augmentation_share_bound`, the statement `hN` is \(N=1-A\). Substituting it into `augCharge_le` and clearing the positive denominator with `le_div_iff₀` leaves a linear inequality, which `linarith` closes. For the equality clause, `augCharge_eq_iff` replaces "\(\psi\) is a multiple of \(\beta\)" by \(A=qbN\). After `hN` is inserted and the denominator cleared, the two equations differ only by rearrangement, and `linear_combination` checks each direction.

`smooth_charge_bound` follows the elimination of \(A\): `hlow` is the lower bound on \(N\), `hinv` says that this bound is positive, and together with \(N+A=1\) they give \(A<1\).

`saturating_orbital` shortens the explicit calculation. Since \(\psi\) is a multiple of \(\beta\), its augmentation charge can be replaced by \(qbN\), so the normalisation becomes \((1+qb)N=1\), which the chosen prefactor satisfies. The value of \(A\) then comes from the equality clause of the main theorem.

For `every_share_attained`, the lemma `augCharge_combination` supplies \(A=qx^2b^2\), and `hnorm` inside the proof supplies \(N=x^2b+y^2\). The statement `hy` shows that \(y^2\) is nonnegative, the only place where the upper limit on \(s\) enters. The statements `hx`, `e1` and `e2` evaluate \(x^2\), \(x^2b\) and \(qx^2b^2\). The proof then presents the orbital with these amplitudes and verifies its normalisation and its augmentation charge in turn.
